# With nonnegative stick lengths, the largest load is at least every stick length and at least the mean load

The declaration `maxLoad_lower_bounds` concerns `n` sticks of nonnegative real length, assigned in any way to a finite, nonzero number `m` of processes; it is a statement about sharing out lengths, with no quantum-mechanical content. The load of a process is the total length of its sticks, and the theorem says that the largest load is at least the length of each stick, and that `m` times the largest load is at least the total length. For the first bound, the attempt compares one stick with the load of the process that holds it, using `single_le_sum`, which requires every term of the sum to be nonnegative. For the second, it writes the total length as the sum of all loads and bounds each load by the largest.

The first attempt, which Lean rejects:

```lean
import Mathlib

open Finset

namespace StickDistribution

noncomputable section

/-- Total length of the sticks held by process `j` after the first `k` sticks are assigned. -/
def load {m : ℕ} (p : ℕ → ℝ) (a : ℕ → Fin m) (k : ℕ) (j : Fin m) : ℝ :=
  ∑ i ∈ range k, if a i = j then p i else 0

/-- The largest load of any process after `n` sticks. -/
def maxLoad {m : ℕ} [NeZero m] (p : ℕ → ℝ) (a : ℕ → Fin m) (n : ℕ) : ℝ :=
  univ.sup' ⟨0, mem_univ 0⟩ (load p a n)

/-- The loads of all processes add up to the total length of the sticks. -/
theorem sum_load {m : ℕ} (p : ℕ → ℝ) (a : ℕ → Fin m) (n : ℕ) :
    ∑ j, load p a n j = ∑ i ∈ range n, p i := by
  unfold load
  rw [sum_comm]
  simp

/-- In any assignment the maximal load is at least the length of each stick, and `m` times
the maximal load is at least the total length. -/
theorem maxLoad_lower_bounds {m : ℕ} [NeZero m] {p : ℕ → ℝ} (b : ℕ → Fin m) {n : ℕ}
    (hp : ∀ i < n, 0 ≤ p i) :
    (∀ i < n, p i ≤ maxLoad p b n) ∧ ∑ i ∈ range n, p i ≤ m * maxLoad p b n := by
  have hle : ∀ j, load p b n j ≤ maxLoad p b n := fun j => le_sup' (load p b n) (mem_univ j)
  constructor
  · intro i hi
    refine le_trans ?_ (hle (b i))
    have h := single_le_sum (f := fun k => if b k = b i then p k else 0) (s := range n)
      (fun k hk => by
        dsimp only
        split_ifs
        · exact hp k (mem_range.1 hk)
        · exact le_rfl) (mem_range.2 hi)
    simpa [load] using h
  · rw [← sum_load p b n]
    have h := sum_le_card_nsmul univ (load p b n) (maxLoad p b n) (fun j _ => hle j)
    simpa using h

end

end StickDistribution
```

The compiler's answer:

```
Main.lean:35:8: error: `dsimp` made no progress
```

As a diff, the version that Lean accepts:

```diff
@@ -33,5 +33,4 @@
     have h := single_le_sum (f := fun k => if b k = b i then p k else 0) (s := range n)
       (fun k hk => by
-        dsimp only
         split_ifs
         · exact hp k (mem_range.1 hk)
```

Diagnosis. The message says that `dsimp only` found nothing to simplify, which Lean treats as an error. The call stands in the proof that each term of the sum is nonnegative, a condition required by `single_le_sum`. The terms are given by the function `fun k => if b k = b i then p k else 0`, and the call would have been of use if the goal had still shown this function applied to `k`, unevaluated. But the goal was already in the reduced form `0 ≤ if b k = b i then p k else 0`, so `dsimp only`, which was given no lemmas to rewrite with, had nothing to do.

The diff deletes that line. `split_ifs` then works directly on the `if` and leaves two cases: `0 ≤ p k`, which follows from `hp`, and `0 ≤ 0`, which is closed by `le_rfl`. Nothing else in the proof changes.
